# The TPSS correlation coefficient has no joint limit at full spin polarization and zero polarization gradient

## Which value belongs at $z=1$, $y=0$?

I am evaluating the TPSS coefficient $C(z,y)$, where $z$ is the spin polarization and $y$ the reduced polarization gradient. Close to $z=1$, with $y$ tiny, I get 4.16 in one place, about 0.82 in another and about 0.05 in a third. Is this roundoff, or is there a correct limiting value that I should code in?

## No single value: the limit depends on $y^2(1-z)^{-4/3}$

There is no limiting value to code in: $C$ has no joint limit at $(1,0)$, and every number in $(0,\,4.16]$ is its limit along some curve into that point. Your three numbers are what the formula gives for different approaches.

For a real polynomial $P$, write

$$C(z,y)=\frac{P(z)}{g(z,y)^4},\qquad g=1+\frac{y^2}{2}\left[(1+z)^{-4/3}+(1-z)^{-4/3}\right].$$

Let $z\to1$ from below with $y^2(1-z)^{-4/3}\to s$; then $s\ge0$. Since

$$y^2=\left[y^2(1-z)^{-4/3}\right](1-z)^{4/3}\to s\cdot 0=0,$$

the majority-spin term $y^2(1+z)^{-4/3}$ tends to $0\cdot2^{-4/3}=0$. Only the minority-spin term survives, so $g\to1+s/2$ and $C\to P(1)/(1+s/2)^4$.

On the curve $y=a(1-z)^{2/3}$ we have $y^2(1-z)^{-4/3}=a^2$, so the limit is $P(1)/(1+a^2/2)^4$. To reach a given $c$ with $0<c\le P(1)$, set $r=(P(1)/c)^{1/4}\ge1$ and $a=\sqrt{2(r-1)}$. Then $1+a^2/2=r$, and the limit is $P(1)/r^4=c$.

A joint limit would have to agree with the limits for $a=1$ and $a=2$:

$$\frac{16}{81}P(1)=\frac{1}{81}P(1),$$

which forces $P(1)=0$. Conversely, if $P(1)=0$, then $g\ge1$ gives $|C|\le|P(z)|\to0$, and the joint limit is 0. For TPSS, $P(1)=0.53+0.87+0.50+2.26=4.16\neq0$.

Here is the same argument in Lean 4 with Mathlib.

```lean
import Mathlib

open Filter Topology Set

namespace TPSSFullPolarization

noncomputable section

/-- The gradient factor `1 + y² ((1+z)^(-4/3) + (1-z)^(-4/3)) / 2` for spin polarization
`-1 < z < 1` and reduced polarization gradient `y`. -/
def gradientFactor (z y : ℝ) : ℝ :=
  1 + y ^ 2 * ((1 + z) ^ (-(4 / 3) : ℝ) + (1 - z) ^ (-(4 / 3) : ℝ)) / 2

/-- The TPSS form of the correlation coefficient, for `-1 < z < 1`: a polynomial in the
polarization divided by the fourth power of the gradient factor. -/
def coefficient (P : Polynomial ℝ) (z y : ℝ) : ℝ :=
  P.eval z / gradientFactor z y ^ 4

/-- The polynomial `0.53 + 0.87 z² + 0.50 z⁴ + 2.26 z⁶` of the TPSS functional. -/
def tpssPolynomial : Polynomial ℝ :=
  Polynomial.C (53 / 100) + Polynomial.C (87 / 100) * Polynomial.X ^ 2
    + Polynomial.C (50 / 100) * Polynomial.X ^ 4 + Polynomial.C (226 / 100) * Polynomial.X ^ 6

/-- The pairs `(z, y)` with the polarization short of full and a positive reduced gradient:
`-1 < z < 1` and `y > 0`. -/
def physicalDomain : Set (ℝ × ℝ) := Ioo (-1) 1 ×ˢ Ioi 0

/-- For `-1 < z < 1` the gradient factor is at least one. -/
theorem one_le_gradientFactor {z : ℝ} (y : ℝ) (h₁ : -1 < z) (h₂ : z < 1) :
    1 ≤ gradientFactor z y := by
  have hA : 0 ≤ (1 + z) ^ (-(4 / 3) : ℝ) := Real.rpow_nonneg (by linarith) _
  have hB : 0 ≤ (1 - z) ^ (-(4 / 3) : ℝ) := Real.rpow_nonneg (by linarith) _
  have h := mul_nonneg (sq_nonneg y) (add_nonneg hA hB)
  unfold gradientFactor
  linarith

/-- If the polarization tends to one from below while `y² (1-z)^(-4/3)` tends to `s`,
the coefficient tends to `P(1) / (1 + s/2)^4`. -/
theorem tendsto_of_scaled_gradient {ι : Type*} {l : Filter ι} [NeBot l] {z y : ι → ℝ} {s : ℝ}
    (P : Polynomial ℝ) (hz : Tendsto z l (𝓝 1)) (hz1 : ∀ᶠ i in l, z i < 1)
    (hs : Tendsto (fun i => y i ^ 2 * (1 - z i) ^ (-(4 / 3) : ℝ)) l (𝓝 s)) :
    Tendsto (fun i => coefficient P (z i) (y i)) l (𝓝 (P.eval 1 / (1 + s / 2) ^ 4)) := by
  have hs0 : 0 ≤ s := by
    refine ge_of_tendsto hs ?_
    filter_upwards [hz1] with i hi
    exact mul_nonneg (sq_nonneg _) (Real.rpow_nonneg (by linarith) _)
  have h1 : Tendsto (fun i => (1 - z i) ^ (4 / 3 : ℝ)) l (𝓝 0) := by
    have h := (hz.const_sub 1).rpow_const (p := (4 / 3 : ℝ)) (Or.inr (by norm_num))
    rwa [sub_self, Real.zero_rpow (by norm_num)] at h
  -- the scaling forces the gradient itself to vanish
  have h2 : Tendsto (fun i => y i ^ 2) l (𝓝 0) := by
    have h := hs.mul h1
    rw [mul_zero] at h
    refine h.congr' ?_
    filter_upwards [hz1] with i hi
    have hp : 0 < 1 - z i := by linarith
    rw [mul_assoc, ← Real.rpow_add hp, neg_add_cancel, Real.rpow_zero, mul_one]
  have h3 := (hz.const_add 1).rpow_const (p := (-(4 / 3) : ℝ)) (Or.inl (by norm_num))
  -- only the minority-spin term survives in the gradient factor
  have h4 : Tendsto (fun i => gradientFactor (z i) (y i)) l (𝓝 (1 + s / 2)) := by
    have h := (((h2.mul h3).add hs).div_const 2).const_add 1
    rw [zero_mul, zero_add] at h
    refine h.congr (fun i => ?_)
    unfold gradientFactor
    ring
  have h5 : Tendsto (fun i => P.eval (z i)) l (𝓝 (P.eval 1)) :=
    (P.continuous.tendsto 1).comp hz
  exact h5.div (h4.pow 4) (by positivity)

/-- Along the curve `y = a (1-z)^(2/3)` the coefficient tends to `P(1) / (1 + a²/2)^4`
as the polarization `z` tends to one from below. -/
theorem tendsto_along_curve (P : Polynomial ℝ) (a : ℝ) :
    Tendsto (fun z : ℝ => coefficient P z (a * (1 - z) ^ (2 / 3 : ℝ))) (𝓝[<] 1)
      (𝓝 (P.eval 1 / (1 + a ^ 2 / 2) ^ 4)) := by
  have hz : Tendsto (fun z : ℝ => z) (𝓝[<] 1) (𝓝 1) := nhdsWithin_le_nhds
  have hz1 : ∀ᶠ z : ℝ in 𝓝[<] 1, z < 1 := self_mem_nhdsWithin
  refine tendsto_of_scaled_gradient P hz hz1 (tendsto_const_nhds.congr' ?_)
  filter_upwards [hz1] with z hlt
  have hp : 0 < 1 - z := by linarith
  have e1 : (1 - z) ^ (2 / 3 : ℝ) * (1 - z) ^ (2 / 3 : ℝ) = (1 - z) ^ (4 / 3 : ℝ) := by
    rw [← Real.rpow_add hp]
    norm_num
  have e2 : (1 - z) ^ (4 / 3 : ℝ) * (1 - z) ^ (-(4 / 3) : ℝ) = 1 := by
    rw [← Real.rpow_add hp, add_neg_cancel, Real.rpow_zero]
  rw [mul_pow, pow_two ((1 - z) ^ (2 / 3 : ℝ)), e1, mul_assoc, e2, mul_one]

/-- Every value `c` with `0 < c ≤ P(1)` is the limit of the coefficient along some curve
`y = a (1-z)^(2/3)` with `a ≥ 0`, as `z` tends to one from below. -/
theorem every_value_is_a_limit (P : Polynomial ℝ) {c : ℝ} (hc : 0 < c) (hcP : c ≤ P.eval 1) :
    ∃ a : ℝ, 0 ≤ a ∧
      Tendsto (fun z : ℝ => coefficient P z (a * (1 - z) ^ (2 / 3 : ℝ))) (𝓝[<] 1) (𝓝 c) := by
  have hP : 0 < P.eval 1 := hc.trans_le hcP
  have hq : 1 ≤ P.eval 1 / c := (one_le_div hc).2 hcP
  -- the fourth root of `P(1)/c` is the required gradient factor
  obtain ⟨r, hr, hr4⟩ : ∃ r : ℝ, 1 ≤ r ∧ r ^ 4 = P.eval 1 / c := by
    refine ⟨√(√(P.eval 1 / c)), ?_, ?_⟩
    · refine (Real.le_sqrt' one_pos).2 ?_
      rw [one_pow]
      refine (Real.le_sqrt' one_pos).2 ?_
      rw [one_pow]
      exact hq
    · rw [show (4 : ℕ) = 2 * 2 from rfl, pow_mul, Real.sq_sqrt (Real.sqrt_nonneg _),
        Real.sq_sqrt (by linarith)]
  refine ⟨√(2 * (r - 1)), Real.sqrt_nonneg _, ?_⟩
  have h := tendsto_along_curve P (√(2 * (r - 1)))
  have e : 1 + √(2 * (r - 1)) ^ 2 / 2 = r := by
    rw [Real.sq_sqrt (by linarith)]
    ring
  rwa [e, hr4, div_div_cancel₀ hP.ne'] at h

/-- The coefficient has a joint limit at full polarization and zero gradient, taken within
`-1 < z < 1` and `y > 0`, exactly when the polynomial vanishes at `z = 1`. -/
theorem joint_limit_iff (P : Polynomial ℝ) :
    (∃ L : ℝ, Tendsto (fun p : ℝ × ℝ => coefficient P p.1 p.2)
      (𝓝[physicalDomain] (1, 0)) (𝓝 L)) ↔ P.eval 1 = 0 := by
  constructor
  · rintro ⟨L, hL⟩
    -- a joint limit would equal the limit along every curve
    have key : ∀ a : ℝ, 0 < a → L = P.eval 1 / (1 + a ^ 2 / 2) ^ 4 := by
      intro a ha
      have hz : Tendsto (fun z : ℝ => z) (𝓝[<] 1) (𝓝 1) := nhdsWithin_le_nhds
      have hy : Tendsto (fun z : ℝ => a * (1 - z) ^ (2 / 3 : ℝ)) (𝓝[<] 1) (𝓝 0) := by
        have h := ((hz.const_sub 1).rpow_const (p := (2 / 3 : ℝ))
          (Or.inr (by norm_num))).const_mul a
        rwa [sub_self, Real.zero_rpow (by norm_num), mul_zero] at h
      have hpath : Tendsto (fun z : ℝ => (z, a * (1 - z) ^ (2 / 3 : ℝ))) (𝓝[<] 1)
          (𝓝[physicalDomain] (1, 0)) := by
        refine tendsto_nhdsWithin_iff.2 ⟨hz.prodMk_nhds hy, ?_⟩
        have hlow : ∀ᶠ z : ℝ in 𝓝[<] 1, -1 < z :=
          hz.eventually (lt_mem_nhds (by norm_num))
        have hup : ∀ᶠ z : ℝ in 𝓝[<] 1, z < 1 := self_mem_nhdsWithin
        filter_upwards [hlow, hup] with z h₁ h₂
        exact ⟨⟨h₁, h₂⟩, mul_pos ha (Real.rpow_pos_of_pos (by linarith) _)⟩
      exact tendsto_nhds_unique (hL.comp hpath) (tendsto_along_curve P a)
    have h := (key 1 one_pos).symm.trans (key 2 two_pos)
    linear_combination (81 / 15) * h
  · intro h
    refine ⟨0, squeeze_zero_norm' (a := fun p : ℝ × ℝ => |P.eval p.1|) ?_ ?_⟩
    · filter_upwards [self_mem_nhdsWithin] with p hp
      have hg := one_le_gradientFactor p.2 hp.1.1 hp.1.2
      rw [Real.norm_eq_abs, coefficient, abs_div]
      exact div_le_self (abs_nonneg _) ((one_le_pow₀ hg).trans (le_abs_self _))
    · have hc : Continuous (fun p : ℝ × ℝ => |P.eval p.1|) :=
        (P.continuous.comp continuous_fst).abs
      have ht := hc.tendsto (1, 0)
      simp only [h, abs_zero] at ht
      exact ht.mono_left nhdsWithin_le_nhds

/-- The TPSS coefficient has no joint limit at full polarization and zero gradient,
taken within `-1 < z < 1` and `y > 0`. -/
theorem tpss_no_joint_limit :
    ¬ ∃ L : ℝ, Tendsto (fun p : ℝ × ℝ => coefficient tpssPolynomial p.1 p.2)
      (𝓝[physicalDomain] (1, 0)) (𝓝 L) := by
  rw [joint_limit_iff]
  simp only [tpssPolynomial, Polynomial.eval_add, Polynomial.eval_mul, Polynomial.eval_C,
    Polynomial.eval_pow, Polynomial.eval_X]
  norm_num

end

end TPSSFullPolarization
```

```lean
#print axioms TPSSFullPolarization.every_value_is_a_limit
#print axioms TPSSFullPolarization.tpss_no_joint_limit
```

```
'TPSSFullPolarization.every_value_is_a_limit' depends on axioms: [propext, Classical.choice, Quot.sound]
'TPSSFullPolarization.tpss_no_joint_limit' depends on axioms: [propext, Classical.choice, Quot.sound]
```

**What the statements say.** `coefficient P z y` is $C(z,y)$, with real powers and an arbitrary real polynomial `P`; `tpssPolynomial` has the published coefficients as exact fractions. The filter `𝓝[<] 1` means $z\to1$ from below. A joint limit is taken along `𝓝[physicalDomain] (1, 0)`: both variables approach the point together, in any manner that keeps $-1<z<1$ and $y>0$. This excludes $z=1$ itself, where Lean's convention $0^{-4/3}=0$ would give a meaningless value.

`joint_limit_iff` says that such a limit exists exactly when $P(1)=0$, and `tpss_no_joint_limit` applies this to TPSS. In practice, no value assigned at $(1,0)$ makes the coefficient continuous there. That concerns $C$ alone, not the correlation energy density, in which $C$ is combined with other factors.

**How the lemmas fit together.** `tendsto_of_scaled_gradient` is the scaling argument, for any family of points with $z<1$ eventually: `h2` shows $y^2\to0$, and `h4` gives the limit of $g$. `tendsto_along_curve` supplies $s=a^2$ by adding exponents. `every_value_is_a_limit` builds $r$ as a double square root. In `joint_limit_iff`, `linear_combination` solves the equation between the $a=1$ and $a=2$ limits, while `squeeze_zero_norm'` handles the converse, using the bound from `one_le_gradientFactor`.

**Uniqueness of limits.** The step from curves to the joint limit rests on `tendsto_nhds_unique`. First, `hpath` shows that the curve tends to $(1,0)$ and eventually lies in the domain, which is why `key` takes $a>0$. Composing with `hL` then makes $C$ tend to $L$ along the curve, where `tendsto_along_curve` already gives a limit. The two must be equal because limits in $\mathbb R$ are unique along a nontrivial filter, and `𝓝[<] 1` is nontrivial: there are points below 1 arbitrarily close to it. Along a trivial filter, every function tends to every value.

**Why $c=0$ is excluded.** In `every_value_is_a_limit`, the condition $0<c$ can't be relaxed to $0\le c$. Take $P=1$ and $c=0$: the limit along the curve $y=a(1-z)^{2/3}$ is $1/(1+a^2/2)^4$, which is positive for every real $a$. Curves outside this family can give 0: on $y=(1-z)^{1/3}$, $y^2(1-z)^{-4/3}=(1-z)^{-2/3}\to\infty$, so $g\to\infty$ and $C\to0$.
